# The derivative coupling diverges at a closing gap if the matrix element of H′ stays away from zero

A calculation on a single potential energy surface discards the derivative couplings to the other electronic states. Without an estimate of their size, it can run into a near-degeneracy and carry on although the neglected terms have become large. A smoothly varying Hamiltonian is no protection, because the coupling also depends on the energy gap. For finite real symmetric Hamiltonians along a one-parameter path, the estimate takes a few lines.

## From the eigenvalue equation to the divergence

Let $H(s)$ be the electronic Hamiltonian matrix at position $s$ on a nuclear path, and fix a point $t$. Let $x$ be an eigenvector of $H(t)$ with energy $a$. Let $y(s)$ be an eigenvector of $H(s)$ with energy $b(s)$ for $s$ near $t$, with $\langle x,y(t)\rangle=0$. A prime denotes the derivative with respect to $s$ at $t$, and $\langle x,y'\rangle$ is the derivative coupling. Differentiating $Hy=by$ gives

$$H'y+Hy'=b'y+by'.$$

Now take the inner product with $x$. The term $b'\langle x,y\rangle$ vanishes, and symmetry of $H$ gives $\langle x,Hy'\rangle=\langle Hx,y'\rangle=a\langle x,y'\rangle$. Hence

$$(b-a)\langle x,y'\rangle=\langle x,H'y\rangle .$$

If $b=a$ at $t$, the right side is zero. A positive lower bound on $|\langle x,H'y\rangle|$ therefore fails at a crossing through which $y$ is differentiable, and the divergence concerns the approach to a degeneracy. Suppose that $|\langle x,H'y\rangle|\ge c>0$ during the approach. Then $b\neq a$ and

$$|\langle x,y'\rangle|\ge\frac{c}{|b-a|}\to\infty\quad\text{as } b-a\to0 .$$

For normalised $x$ and $y$, the constant $c$ stands for a minimum strength with which displacement along the path mixes the two states. If $x$ has unit length, Cauchy–Schwarz gives $\langle x,y'\rangle^2\le\langle y',y'\rangle$, so $\langle y',y'\rangle$ diverges too. For normalised $y$, this is the quantity in the diagonal Born–Oppenheimer correction.

## Two spirals into a conical intersection

Take the two-state Hamiltonian

$$H(t)=t\begin{pmatrix}\cos2\theta&\sin2\theta\\ \sin2\theta&-\cos2\theta\end{pmatrix},\qquad t>0,$$

where $\theta$ is a function of $t$. Its lower state $x=(-\sin\theta,\cos\theta)$ has energy $-t$, and its upper state $y=(\cos\theta,\sin\theta)$ has energy $t$. Since $y'=\theta'x$, the coupling is $\theta'$, and the identity gives $\langle x,H'y\rangle=2t\theta'$.

For $\theta=\ln t$ the matrix element is 2 at every $t>0$, and the coupling $1/t$ diverges as $t\to0^+$. For $\theta=t$ the gap closes in the same way, but the matrix element is $2t$ and the coupling stays at 1. A matrix element that is merely non-zero at every $t>0$ is thus not enough for divergence.

## An adiabatic pair in Lean

The finite type `n` labels the basis functions.

```lean
import Mathlib

open Matrix Filter Topology

namespace DivergentDerivativeCoupling

noncomputable section

variable {n : Type*} [Fintype n]
```

The structure below collects the assumptions at one point `t`. The symbol `*ᵥ` is the matrix–vector product and `⬝ᵥ` the real dot product. `H`, `y` and `b` are functions of the path parameter; `x` and `a` belong to the point `t`, where alone symmetry is required. The condition `∀ᶠ s in 𝓝 t` says that the eigenvalue equation of `y` holds throughout some neighbourhood of `t`. The fields `deriv_H` and `deriv_y` identify `H'` and `y'` as entrywise derivatives, in an orthonormal basis that does not move with the nuclei.

```lean
/-- Data for two adiabatic states at the geometry `t`, with zero vectors not excluded: the real
matrix `H t` is symmetric; `x` satisfies its eigenvalue equation with energy `a`; near `t` the
vector `y s` satisfies that of `H s` with energy `b s`; `x` is orthogonal to `y t`; `H`, `y` and `b`
are differentiable at `t`, and `H'`, `y'` are the derivatives of `H` and `y`. -/
structure IsAdiabaticPair (H : ℝ → Matrix n n ℝ) (a : ℝ) (x : n → ℝ) (b : ℝ → ℝ)
    (y : ℝ → n → ℝ) (t : ℝ) (H' : Matrix n n ℝ) (y' : n → ℝ) : Prop where
  symm_H : (H t).IsSymm
  eig_x : H t *ᵥ x = a • x
  eig_y : ∀ᶠ s in 𝓝 t, H s *ᵥ y s = b s • y s
  orth : x ⬝ᵥ y t = 0
  deriv_H : ∀ i j, HasDerivAt (fun s => H s i j) (H' i j) t
  deriv_y : ∀ i, HasDerivAt (fun s => y s i) (y' i) t
  diff_b : DifferentiableAt ℝ b t
```

Normalisation is not part of the structure. For non-zero vectors, the coupling between the normalised states is $\langle x,y'\rangle/(\|x\|\,\|y\|)$; a changing norm of $y$ adds nothing, because $x\perp y$. The divergence theorems below concern $\langle x,y'\rangle$ itself, which can also grow merely because $x$ or $y$ is rescaled. They are read as statements about physical states with both vectors normalised.

## The identity and the exact crossing

In the next proof, `hrow` is the differentiated eigenvalue equation. It is obtained row by row: the product rule differentiates both sides, which agree near `t`, and uniqueness of the derivative equates the results. Then `hsym` lets the symmetric matrix act on `x`, and `hp` is the projection onto `x`.

```lean
/-- For an adiabatic pair, the energy gap times the derivative coupling `<x, y'>` equals the
matrix element `<x, H' y>` of the derivative of the Hamiltonian. -/
theorem gap_mul_coupling {H : ℝ → Matrix n n ℝ} {a : ℝ} {x : n → ℝ} {b : ℝ → ℝ}
    {y : ℝ → n → ℝ} {t : ℝ} {H' : Matrix n n ℝ} {y' : n → ℝ}
    (h : IsAdiabaticPair H a x b y t H' y') :
    (b t - a) * (x ⬝ᵥ y') = x ⬝ᵥ (H' *ᵥ y t) := by
  -- differentiate the eigenvalue equation of `y`, row by row
  have hrow : H' *ᵥ y t + H t *ᵥ y' = deriv b t • y t + b t • y' := by
    funext i
    have h1 : HasDerivAt (fun s => ∑ j, H s i j * y s j)
        (∑ j, (H' i j * y t j + H t i j * y' j)) t :=
      HasDerivAt.fun_sum fun j _ => (h.deriv_H i j).fun_mul (h.deriv_y j)
    have h2 : HasDerivAt (fun s => b s * y s i) (deriv b t * y t i + b t * y' i) t :=
      h.diff_b.hasDerivAt.fun_mul (h.deriv_y i)
    have h3 : (fun s => ∑ j, H s i j * y s j) =ᶠ[𝓝 t] fun s => b s * y s i :=
      h.eig_y.mono fun s hs => by simpa [Matrix.mulVec, dotProduct] using congrFun hs i
    have h4 := h1.unique (h2.congr_of_eventuallyEq h3)
    simpa [Matrix.mulVec, dotProduct, Finset.sum_add_distrib] using h4
  -- let the symmetric Hamiltonian act to the left on `x`
  have hsym : x ⬝ᵥ (H t *ᵥ y') = a * (x ⬝ᵥ y') := by
    rw [Matrix.dotProduct_mulVec, ← Matrix.mulVec_transpose, h.symm_H.eq, h.eig_x,
      smul_dotProduct, smul_eq_mul]
  have hp := congrArg (fun v => x ⬝ᵥ v) hrow
  simp only [dotProduct_add, dotProduct_smul, smul_eq_mul, h.orth, hsym] at hp
  linear_combination -hp
```

Setting the two energies equal makes the left side zero.

```lean
/-- If the two energies of an adiabatic pair coincide at `t`, then `<x, H' y>` vanishes there. -/
theorem matrix_element_zero_at_crossing {H : ℝ → Matrix n n ℝ} {a : ℝ} {x : n → ℝ}
    {b : ℝ → ℝ} {y : ℝ → n → ℝ} {t : ℝ} {H' : Matrix n n ℝ} {y' : n → ℝ}
    (h : IsAdiabaticPair H a x b y t H' y') (hcross : b t = a) :
    x ⬝ᵥ (H' *ᵥ y t) = 0 := by
  rw [← gap_mul_coupling h, hcross, sub_self, zero_mul]
```

## Approaching the degeneracy

The divergence is stated for a family of adiabatic pairs indexed by `i`, along a filter `l` that says how the limit is taken. The family may run through a sequence of Hamiltonians with ever narrower avoided crossings, or follow one path into a degeneracy. The second case is special: if `H` is continuously differentiable along the path up to and including the degeneracy, the matrix element between normalised states tends to zero there, and the lower bound fails. The logarithmic spiral does not contradict this: there the derivative of `H` keeps oscillating and has no limit at the degeneracy. The lower bound `hel` and the closing gap `hgap` are assumptions.

To show that the coupling eventually reaches any given `M`, the proof waits until the gap is below `c / (|M| + 1)`. A coupling smaller than `M` would then make the product of gap and coupling smaller than `c`, contradicting `hel`.

```lean
section Approach

variable {ι : Type*} {l : Filter ι} {H : ι → ℝ → Matrix n n ℝ} {a : ι → ℝ} {x : ι → n → ℝ}
  {b : ι → ℝ → ℝ} {y : ι → ℝ → n → ℝ} {t : ι → ℝ} {H' : ι → Matrix n n ℝ} {y' : ι → n → ℝ}
  {c : ℝ}

/-- Along any family of adiabatic pairs whose gap tends to zero while `|<x, H' y>|` stays above a
positive constant, `|<x, y'>|` tends to infinity. For normalised states this is the size of the
derivative coupling; the theorem itself does not assume normalisation. -/
theorem coupling_diverges
    (hpair : ∀ᶠ i in l, IsAdiabaticPair (H i) (a i) (x i) (b i) (y i) (t i) (H' i) (y' i))
    (hc : 0 < c) (hel : ∀ᶠ i in l, c ≤ |x i ⬝ᵥ (H' i *ᵥ y i (t i))|)
    (hgap : Tendsto (fun i => b i (t i) - a i) l (𝓝 0)) :
    Tendsto (fun i => |x i ⬝ᵥ y' i|) l atTop := by
  rw [tendsto_atTop]
  intro M
  -- eventually the gap is too small for a coupling below `M`
  have hsmall : ∀ᶠ i in l, |b i (t i) - a i| < c / (|M| + 1) := by
    have h0 := hgap.abs
    rw [abs_zero] at h0
    exact h0.eventually_lt_const (by positivity)
  filter_upwards [hpair, hel, hsmall] with i hi he hs
  rw [← gap_mul_coupling hi, abs_mul] at he
  by_contra hlt
  have hd : |x i ⬝ᵥ y' i| ≤ |M| + 1 := by linarith [not_le.mp hlt, le_abs_self M]
  have h1 := mul_le_mul_of_nonneg_left hd (abs_nonneg (b i (t i) - a i))
  have h2 := (lt_div_iff₀ (by positivity)).mp hs
  linarith
```

With `x` normalised, the square of `x i ⬝ᵥ y' i` is a lower bound for `y' i ⬝ᵥ y' i`.

```lean
/-- If, in addition to the hypotheses of `coupling_diverges`, the vectors `x` are eventually
normalised, then `<y', y'>` tends to infinity. When `y` is normalised along the path, which is not
assumed here, this is the quantity in the diagonal Born-Oppenheimer correction to its surface. -/
theorem diagonal_correction_diverges
    (hpair : ∀ᶠ i in l, IsAdiabaticPair (H i) (a i) (x i) (b i) (y i) (t i) (H' i) (y' i))
    (hx : ∀ᶠ i in l, x i ⬝ᵥ x i = 1)
    (hc : 0 < c) (hel : ∀ᶠ i in l, c ≤ |x i ⬝ᵥ (H' i *ᵥ y i (t i))|)
    (hgap : Tendsto (fun i => b i (t i) - a i) l (𝓝 0)) :
    Tendsto (fun i => y' i ⬝ᵥ y' i) l atTop := by
  have hd := coupling_diverges hpair hc hel hgap
  refine tendsto_atTop_mono' l ?_ ((tendsto_pow_atTop two_ne_zero).comp hd)
  filter_upwards [hx] with i hi
  change |x i ⬝ᵥ y' i| ^ 2 ≤ y' i ⬝ᵥ y' i
  -- Cauchy-Schwarz with the unit vector `x`
  have h2 := Finset.sum_mul_sq_le_sq_mul_sq Finset.univ (x i) (y' i)
  have e : ∑ j, x i j ^ 2 = 1 := by simpa only [dotProduct, sq] using hi
  rw [e, one_mul] at h2
  rw [sq_abs]
  simpa only [dotProduct, sq] using h2

end Approach
```

For normalised states, both results bear on where the Born–Oppenheimer approximation may be trusted in a finite-basis model: near such a degeneracy, neglect of the coupling can't be justified by its being small. What the nuclei then do is a matter of dynamics, on which the theorems are silent.

## The logarithmic spiral

The definitions take $\theta=\ln t$ in the two-state example. First come the Hamiltonian and its derivative.

```lean
/-- Two-state Hamiltonian on a logarithmic spiral into a conical intersection, for `t > 0`. -/
def spiralH (t : ℝ) : Matrix (Fin 2) (Fin 2) ℝ :=
  !![t * Real.cos (2 * Real.log t), t * Real.sin (2 * Real.log t);
     t * Real.sin (2 * Real.log t), -(t * Real.cos (2 * Real.log t))]

/-- The derivative of the spiral Hamiltonian along the path, for `t > 0`. -/
def spiralH' (t : ℝ) : Matrix (Fin 2) (Fin 2) ℝ :=
  !![Real.cos (2 * Real.log t) - 2 * Real.sin (2 * Real.log t),
     Real.sin (2 * Real.log t) + 2 * Real.cos (2 * Real.log t);
     Real.sin (2 * Real.log t) + 2 * Real.cos (2 * Real.log t),
     -(Real.cos (2 * Real.log t) - 2 * Real.sin (2 * Real.log t))]
```

The upper state plays the part of `y`, and the lower state that of `x`.

```lean
/-- The upper adiabatic state on the spiral, for `t > 0`. -/
def upper (t : ℝ) : Fin 2 → ℝ := ![Real.cos (Real.log t), Real.sin (Real.log t)]

/-- The lower adiabatic state on the spiral, for `t > 0`. -/
def lower (t : ℝ) : Fin 2 → ℝ := ![-Real.sin (Real.log t), Real.cos (Real.log t)]
```

The next theorem verifies every field of `IsAdiabaticPair` for $t>0$, with `t⁻¹ • lower t` as the derivative of the upper state. The derivatives `hC`, `hS`, `hc` and `hs` come from the product and chain rules. The remaining equations follow from the double-angle formulas and $\sin^2\theta+\cos^2\theta=1$.

```lean
/-- For every `t > 0` the spiral states form an adiabatic pair with energies `-t` and `t`, the
lower state is normalised, and `<x, H' y> = 2`. -/
theorem spiral_witness (t : ℝ) (ht : 0 < t) :
    IsAdiabaticPair spiralH (-t) (lower t) (fun s => s) upper t (spiralH' t) (t⁻¹ • lower t) ∧
      lower t ⬝ᵥ lower t = 1 ∧ lower t ⬝ᵥ (spiralH' t *ᵥ upper t) = 2 := by
  have hcs := Real.sin_sq_add_cos_sq (Real.log t)
  have htt : t * t⁻¹ = 1 := mul_inv_cancel₀ ht.ne'
  have hlog := Real.hasDerivAt_log ht.ne'
  have hlog2 : HasDerivAt (fun s => 2 * Real.log s) (2 * t⁻¹) t := hlog.const_mul 2
  have hC : HasDerivAt (fun s => s * Real.cos (2 * Real.log s))
      (Real.cos (2 * Real.log t) - 2 * Real.sin (2 * Real.log t)) t :=
    ((hasDerivAt_id' t).fun_mul hlog2.cos).congr_deriv (by
      linear_combination (-2 * Real.sin (2 * Real.log t)) * htt)
  have hS : HasDerivAt (fun s => s * Real.sin (2 * Real.log s))
      (Real.sin (2 * Real.log t) + 2 * Real.cos (2 * Real.log t)) t :=
    ((hasDerivAt_id' t).fun_mul hlog2.sin).congr_deriv (by
      linear_combination (2 * Real.cos (2 * Real.log t)) * htt)
  have hc : HasDerivAt (fun s => Real.cos (Real.log s)) (t⁻¹ * -Real.sin (Real.log t)) t :=
    hlog.cos.congr_deriv (by ring)
  have hs : HasDerivAt (fun s => Real.sin (Real.log s)) (t⁻¹ * Real.cos (Real.log t)) t :=
    hlog.sin.congr_deriv (by ring)
  refine ⟨⟨?_, ?_, Eventually.of_forall fun s => ?_, ?_, ?_, ?_, differentiableAt_id⟩, ?_, ?_⟩
  · ext i j
    fin_cases i <;> fin_cases j <;> rfl
  · funext i
    fin_cases i <;>
      simp [spiralH, lower, Matrix.mulVec, dotProduct, Fin.sum_univ_two, Real.cos_two_mul,
        Real.sin_two_mul, -mul_eq_mul_left_iff, -mul_eq_mul_right_iff]
    · ring
    · linear_combination (-2 * t * Real.cos (Real.log t)) * hcs
  · have hcs' := Real.sin_sq_add_cos_sq (Real.log s)
    funext i
    fin_cases i <;>
      simp [spiralH, upper, Matrix.mulVec, dotProduct, Fin.sum_univ_two, Real.cos_two_mul,
        Real.sin_two_mul, -mul_eq_mul_left_iff, -mul_eq_mul_right_iff]
    · linear_combination (2 * s * Real.cos (Real.log s)) * hcs'
    · ring
  · simp only [dotProduct, Fin.sum_univ_two]
    change -Real.sin (Real.log t) * Real.cos (Real.log t)
      + Real.cos (Real.log t) * Real.sin (Real.log t) = 0
    ring
  · intro i j
    fin_cases i <;> fin_cases j
    exacts [hC, hS, hS, hC.fun_neg]
  · intro i
    fin_cases i
    exacts [hc, hs]
  · simp only [dotProduct, Fin.sum_univ_two]
    change -Real.sin (Real.log t) * -Real.sin (Real.log t)
      + Real.cos (Real.log t) * Real.cos (Real.log t) = 1
    linear_combination hcs
  · simp only [Matrix.mulVec, dotProduct, Fin.sum_univ_two]
    change -Real.sin (Real.log t) *
        ((Real.cos (2 * Real.log t) - 2 * Real.sin (2 * Real.log t)) * Real.cos (Real.log t)
        + (Real.sin (2 * Real.log t) + 2 * Real.cos (2 * Real.log t)) * Real.sin (Real.log t))
      + Real.cos (Real.log t) *
        ((Real.sin (2 * Real.log t) + 2 * Real.cos (2 * Real.log t)) * Real.cos (Real.log t)
        + -(Real.cos (2 * Real.log t) - 2 * Real.sin (2 * Real.log t)) * Real.sin (Real.log t))
      = 2
    rw [Real.cos_two_mul, Real.sin_two_mul]
    linear_combination (4 * Real.cos (Real.log t) ^ 2 + 2
      - 2 * Real.sin (Real.log t) * Real.cos (Real.log t)) * hcs
```

Finally, the general divergence theorem is applied with `c := 2`. The filter `𝓝[>] 0` expresses $t\to0^+$, and the gap is `t - -t`, that is, $2t$.

```lean
/-- On the spiral the derivative coupling between the lower and the upper state tends to infinity
as `t` tends to zero from above. -/
theorem spiral_coupling_diverges :
    Tendsto (fun t : ℝ => |lower t ⬝ᵥ (t⁻¹ • lower t)|) (𝓝[>] 0) atTop := by
  have hcont : Continuous fun t : ℝ => t - -t := by fun_prop
  refine coupling_diverges (H := fun _ => spiralH) (a := fun t => -t) (x := lower)
    (b := fun _ s => s) (y := fun _ => upper) (t := fun t => t) (H' := spiralH')
    (y' := fun t => t⁻¹ • lower t) (c := 2) ?_ two_pos ?_
    ((hcont.tendsto' 0 0 (by simp)).mono_left nhdsWithin_le_nhds)
  · filter_upwards [self_mem_nhdsWithin] with t ht
    exact (spiral_witness t ht).1
  · filter_upwards [self_mem_nhdsWithin] with t ht
    rw [(spiral_witness t ht).2.2]
    exact le_abs_self 2

end

end DivergentDerivativeCoupling
```

```lean
#print axioms DivergentDerivativeCoupling.matrix_element_zero_at_crossing
#print axioms DivergentDerivativeCoupling.coupling_diverges
#print axioms DivergentDerivativeCoupling.diagonal_correction_diverges
#print axioms DivergentDerivativeCoupling.spiral_coupling_diverges
```

```
'DivergentDerivativeCoupling.matrix_element_zero_at_crossing' depends on axioms: [propext, Classical.choice, Quot.sound]
'DivergentDerivativeCoupling.coupling_diverges' depends on axioms: [propext, Classical.choice, Quot.sound]
'DivergentDerivativeCoupling.diagonal_correction_diverges' depends on axioms: [propext, Classical.choice, Quot.sound]
'DivergentDerivativeCoupling.spiral_coupling_diverges' depends on axioms: [propext, Classical.choice, Quot.sound]
```
